# Large-box limit of a rescaled inverse-sixth-power term for one periodic image

The declaration `tendsto_scaled_term` concerns a single inverse-sixth-power pair term, with no coefficient, between a site and one periodic image in a cubic box of side `L`. For a fixed intersite vector `d` in three-dimensional space and a fixed nonzero integer triple `n`, it states that `L ^ 6` times `1 / ‖d + L • n‖ ^ 6` tends to `1 / ‖n‖ ^ 6` as `L` grows without bound. It deals with each image separately and says nothing about the sum over images. The attempt takes the factor `L` out of the separation, shows that `L⁻¹ • d + n` tends to `n`, and carries this limit through the norm, the sixth power and the reciprocal.

The first attempt, which Lean rejects:

```lean
import Mathlib

open Filter Topology

namespace TendstoScaledTerm

noncomputable section

/-- Three-dimensional Euclidean space. -/
abbrev Space := EuclideanSpace ℝ (Fin 3)

/-- The periodic images of the central box, labelled by nonzero integer triples. -/
abbrev ImageCell := {n : ℤ × ℤ × ℤ // n ≠ 0}

/-- The integer triple `n` as a vector in space. -/
def latticeVec (n : ℤ × ℤ × ℤ) : Space := !₂[(n.1 : ℝ), (n.2.1 : ℝ), (n.2.2 : ℝ)]

/-- The squared length of an integer vector is the sum of its squared components. -/
lemma norm_sq_latticeVec (n : ℤ × ℤ × ℤ) :
    ‖latticeVec n‖ ^ 2 = (n.1 : ℝ) ^ 2 + (n.2.1 : ℝ) ^ 2 + (n.2.2 : ℝ) ^ 2 := by
  rw [EuclideanSpace.norm_sq_eq, Fin.sum_univ_three]
  simp only [Real.norm_eq_abs, sq_abs]
  simp [latticeVec]

/-- Every nonzero integer vector has length at least one. -/
lemma one_le_norm (n : ImageCell) : 1 ≤ ‖latticeVec n.1‖ := by
  obtain ⟨⟨a, b, c⟩, hn⟩ := n
  have h : 1 ≤ a ^ 2 + b ^ 2 + c ^ 2 := by
    by_contra hlt
    have hlt' := not_le.mp hlt
    have ha := sq_nonneg a
    have hb := sq_nonneg b
    have hc := sq_nonneg c
    have za : a = 0 := (pow_eq_zero_iff two_ne_zero).mp (by linarith : a ^ 2 = 0)
    have zb : b = 0 := (pow_eq_zero_iff two_ne_zero).mp (by linarith : b ^ 2 = 0)
    have zc : c = 0 := (pow_eq_zero_iff two_ne_zero).mp (by linarith : c ^ 2 = 0)
    exact hn (Prod.ext za (Prod.ext zb zc))
  have h' : (1 : ℝ) ≤ (a : ℝ) ^ 2 + (b : ℝ) ^ 2 + (c : ℝ) ^ 2 := by exact_mod_cast h
  have hs := norm_sq_latticeVec (a, b, c)
  dsimp only at hs ⊢
  nlinarith [norm_nonneg (latticeVec (a, b, c))]

/-- For a large box the rescaled pair term tends to `‖n‖⁻⁶`, whatever the intersite vector. -/
lemma tendsto_scaled_term (d : Space) (n : ImageCell) :
    Tendsto (fun L : ℝ => L ^ 6 * (1 / ‖d + L • latticeVec n.1‖ ^ 6)) atTop
      (𝓝 (1 / ‖latticeVec n.1‖ ^ 6)) := by
  have hv : 0 < ‖latticeVec n.1‖ := lt_of_lt_of_le one_pos (one_le_norm n)
  have h1 : Tendsto (fun L : ℝ => L⁻¹ • d + latticeVec n.1) atTop (𝓝 (latticeVec n.1)) := by
    simpa using (tendsto_inv_atTop_zero.smul_const d).add_const (latticeVec n.1)
  have h2 := (tendsto_const_nhds (x := (1 : ℝ))).div (h1.norm.pow 6) (pow_pos hv 6).ne'
  refine h2.congr' ?_
  filter_upwards [eventually_gt_atTop (0 : ℝ)] with L hL
  -- take the factor `L` out of the separation
  have e : d + L • latticeVec n.1 = L • (L⁻¹ • d + latticeVec n.1) := by
    rw [smul_add, smul_inv_smul₀ hL.ne']
  rw [e, norm_smul, Real.norm_of_nonneg hL.le, mul_pow]
  simp only [Pi.div_apply, one_div, mul_inv]
  rw [← mul_assoc, mul_inv_cancel₀ (pow_ne_zero 6 hL.ne'), one_mul]

end

end TendstoScaledTerm
```

The compiler's answer:

```
Main.lean:49:17: error: typeclass instance problem is stuck
  ContinuousSMul ?m.160 Space

Note: Lean will not try to resolve this typeclass instance problem because the first, third, and fourth type arguments to `ContinuousSMul` are metavariables. These arguments must be fully determined before Lean will try to resolve the typeclass.

Hint: Adding type annotations and supplying implicit arguments to functions can give Lean more information for typeclass resolution. For example, if you have a variable `x` that you intend to be a `Nat`, but Lean reports it as having an unresolved type like `?m`, replacing `x` with `(x : Nat)` can get typeclass resolution un-stuck.
```

Cause. The error arises in the proof of `h1`, at the term given to `simpa using`. The lemma `tendsto_inv_atTop_zero` holds for more than the real numbers, and nothing in that term says which scalars are meant. The argument `d` fixes the vector space as `Space`, but not the type of the scalars that multiply it. The type stated for `h1` does mention real `L`, but `simpa using` does not use it to settle the scalar type in time. `smul_const` needs scalar multiplication to be continuous, so Lean looks for `ContinuousSMul ?m.160 Space`, where `?m.160` is the unknown scalar type. The scalar action and the topology on the scalars are unknown too, and Lean will not start the search.

The repair first states the limit of the inverse as `h0`, with `L : ℝ` written out. The scalars in `h0.smul_const d` are then real, and the instance can be found. The rest of the argument is unchanged.

Lean accepts the file once it reads:

```diff
@@ -47,5 +47,6 @@
   have hv : 0 < ‖latticeVec n.1‖ := lt_of_lt_of_le one_pos (one_le_norm n)
   have h1 : Tendsto (fun L : ℝ => L⁻¹ • d + latticeVec n.1) atTop (𝓝 (latticeVec n.1)) := by
-    simpa using (tendsto_inv_atTop_zero.smul_const d).add_const (latticeVec n.1)
+    have h0 : Tendsto (fun L : ℝ => L⁻¹) atTop (𝓝 0) := tendsto_inv_atTop_zero
+    simpa using (h0.smul_const d).add_const (latticeVec n.1)
   have h2 := (tendsto_const_nhds (x := (1 : ℝ))).div (h1.norm.pow 6) (pow_pos hv 6).ne'
   refine h2.congr' ?_
```
